# A four-site ring with reciprocal transition probabilities that no site phases can make real

Let $H$ be the Hamiltonian matrix of one particle hopping between finitely many sites, and let $U(t)=e^{-itH}$ with $\hbar=1$. The entry $U_{ij}(t)$ is the amplitude to go from site $j$ to site $i$ in time $t$. Call the motion reciprocal if $|U_{ij}(t)|=|U_{ji}(t)|$ for all sites and all real $t$. A real Hermitian $H$ has this property. The question is whether a magnetic flux, which can make the hoppings irreducibly complex, must destroy it.

It need not. If a Hermitian $H$ anticommutes with a diagonal matrix of signs, the motion is reciprocal, and the ring with hoppings $1,1,1,i$ is an example that cannot be made real by changing the phases of the site states.

In the Lean file the sites form a finite type `n`, and `evolution H t` is the matrix exponential $U(t)$.

```lean
import Mathlib

open Matrix

namespace ReciprocityWithoutReality

noncomputable section

variable {n : Type*} [Fintype n] [DecidableEq n]

/-- The time evolution `exp(-itH)` generated by the matrix `H`, in units with `ℏ = 1`. -/
def evolution (H : Matrix n n ℂ) (t : ℝ) : Matrix n n ℂ :=
  NormedSpace.exp ((-(Complex.I * (t : ℂ))) • H)
```

A change of site phases replaces $H$ by $DHD^\dagger$, where $D$ is diagonal with entries $d_i$. The Lean definition `gauge` accepts any complex numbers $d_i$, whereas the textbook term means $|d_i|=1$; the theorems add that condition where they need it. In the code `ᴴ` is the adjoint and `star` of a number is its complex conjugate.

```lean
/-- Conjugation `D H D†` of a matrix by the diagonal matrix `D` with entries `d`. -/
def gauge (d : n → ℂ) (H : Matrix n n ℂ) : Matrix n n ℂ :=
  diagonal d * H * (diagonal d)ᴴ
```

`RealUpToGauge H` says that some phases of unit modulus make every entry real. Only diagonal unitaries are allowed: in its own eigenbasis every Hermitian matrix is real, but the vectors of that basis are in general not site states. Physically, the property is symmetry under complex conjugation combined with site phases, a time reversal that leaves each site in place.

```lean
/-- Some choice of unit-modulus site phases makes every entry of `H` real. -/
def RealUpToGauge (H : Matrix n n ℂ) : Prop :=
  ∃ d : n → ℂ, (∀ i, ‖d i‖ = 1) ∧ ∀ i j, (gauge d H i j).im = 0
```

The ring has sites $0,1,2,3$, with $H_{01}=H_{12}=H_{23}=1$ and $H_{30}=w$. The reverse entries are the conjugates, and all others vanish. The hoppings are the matrix entries themselves, without the minus sign common in tight-binding models. The phase of a nonzero $w$ is the phase collected around the loop, so $w=i$ stands for a quarter of a flux quantum, up to orientation and whole flux quanta.

```lean
/-- The four-site ring with hoppings `1, 1, 1, w` around the loop and their conjugates
in the opposite direction. -/
def fluxRing (w : ℂ) : Matrix (Fin 4) (Fin 4) ℂ :=
  !![0, 1, 0, star w; 1, 0, 1, 0; 0, 1, 0, 1; w, 0, 1, 0]
```

## Site phases have unit modulus

The condition $|d_i|=1$ says that only the phase of each site state changes, not its normalisation. Then $DD^\dagger=D^\dagger D=1$, so the inner factors cancel in every power, $(DHD^\dagger)^k=DH^kD^\dagger$, and

$$e^{-itDHD^\dagger}=\sum_{k\ge 0}\frac{(-it)^k}{k!}\,DH^kD^\dagger=D\,U(t)\,D^\dagger .$$

In entries, $(DUD^\dagger)_{ij}=d_iU_{ij}\bar d_j$, which has the same modulus as $U_{ij}$.

`phase_mul` is the identity $\bar z z=1$ for a phase, and `gauge_apply` is the entry formula.

```lean
/-- A complex number of unit modulus times its conjugate is one. -/
theorem phase_mul {z : ℂ} (hz : ‖z‖ = 1) : star z * z = 1 := by
  calc star z * z = (‖z‖ : ℂ) ^ 2 := Complex.conj_mul' z
    _ = 1 := by rw [hz]; norm_num

/-- Diagonal conjugation multiplies the entry between sites `i` and `j` by `d i` and by the
conjugate of `d j`. -/
theorem gauge_apply (d : n → ℂ) (H : Matrix n n ℂ) (i j : n) :
    gauge d H i j = d i * H i j * star (d j) := by
  simp [gauge, diagonal_conjTranspose, mul_diagonal, diagonal_mul]
```

`gauge_evolution` is the displayed equation. Its proof uses the hypothesis `hd` to show that $D^\dagger$ is the inverse of $D$, then applies Mathlib's rule `Matrix.exp_conj` for the exponential of a conjugated matrix, which replaces the sum over powers.

```lean
/-- For unit-modulus site phases, evolving with the transformed Hamiltonian is the same as
transforming the evolution. -/
theorem gauge_evolution (d : n → ℂ) (hd : ∀ i, ‖d i‖ = 1) (H : Matrix n n ℂ) (t : ℝ) :
    evolution (gauge d H) t = gauge d (evolution H t) := by
  -- the diagonal matrix of phases is unitary
  have hD : diagonal d * (diagonal d)ᴴ = 1 := by
    rw [diagonal_conjTranspose, diagonal_mul_diagonal, ← diagonal_one]
    congr 1
    funext i
    exact (mul_comm _ _).trans (phase_mul (hd i))
  have hinv : (diagonal d)⁻¹ = (diagonal d)ᴴ := inv_eq_right_inv hD
  have hu : IsUnit (diagonal d) :=
    ⟨⟨diagonal d, (diagonal d)ᴴ, hD, mul_eq_one_comm.mp hD⟩, rfl⟩
  unfold evolution gauge
  rw [← hinv, ← Matrix.exp_conj _ _ hu, Matrix.mul_smul, Matrix.smul_mul]
```

Without unit modulus the equation already fails at $t=0$, where the left side is $1$ and the right side is $DD^\dagger$, with diagonal entries $|d_i|^2$.

## The Hamiltonian is Hermitian

Hermiticity expresses a closed system without gain or loss. By hand it enters through the adjoint of the exponential:

$$U(t)^\dagger=e^{+itH^\dagger}=e^{itH}=U(-t).$$

The Lean proof takes the adjoint inside the exponential, conjugates the scalar $-it$ and replaces $H^\dagger$ by $H$ with `hH.eq`.

```lean
/-- For a Hermitian Hamiltonian, the adjoint of the evolution runs time backwards. -/
theorem evolution_adjoint {H : Matrix n n ℂ} (hH : H.IsHermitian) (t : ℝ) :
    (evolution H t)ᴴ = evolution H (-t) := by
  have hc : star (-(Complex.I * (t : ℂ))) = -(Complex.I * ((-t : ℝ) : ℂ)) := by simp
  unfold evolution
  rw [← Matrix.exp_conjTranspose, conjTranspose_smul, hH.eq, hc]
```

Without Hermiticity, take two sites with $H_{12}=1$ and all other entries zero. This matrix is real and anticommutes with $\mathrm{diag}(1,-1)$. Since $H^2=0$, $U(t)=1-itH$, so $|U_{12}|=|t|$ while $U_{21}=0$. Neither reality nor anticommutation gives reciprocity by itself.

## A sign matrix reverses the Hamiltonian

Let $S$ be diagonal with entries $s_i=\pm1$ and suppose $SH=-HS$. In entries, $(s_i+s_j)H_{ij}=0$: hopping connects only sites of opposite sign, and every on-site energy is zero. This is sublattice, or chiral, symmetry of a bipartite lattice. The hopping phases remain free.

Since $S^2=1$ and $S^\dagger=S$, the hypothesis gives $SHS^\dagger=-H$. The signs are themselves site phases, so

$$S\,U(t)\,S^\dagger=e^{-it(-H)}=U(-t)=U(t)^\dagger .$$

The $(i,j)$ entry reads $s_is_jU_{ij}(t)=\overline{U_{ji}(t)}$, and taking moduli gives $|U_{ij}(t)|=|U_{ji}(t)|$.

In `reciprocity_of_anticommute`, the hypothesis `hS` is the anticommutation, and `hg` turns it into $SHS^\dagger=-H$ entry by entry. The step `hneg` identifies evolution under $-H$ with evolution to time $-t$, `key` is the displayed chain, `e` takes the modulus of one entry, and the last step removes the factors of modulus one. The restriction to signs, `hs`, is used only to obtain $|s_i|=1$.

```lean
/-- If a Hermitian Hamiltonian anticommutes with a diagonal matrix of signs, the transition
amplitudes from `j` to `i` and from `i` to `j` have equal modulus at all times. -/
theorem reciprocity_of_anticommute {H : Matrix n n ℂ} (hH : H.IsHermitian) (s : n → ℂ)
    (hs : ∀ i, s i = 1 ∨ s i = -1) (hS : diagonal s * H = -(H * diagonal s))
    (t : ℝ) (i j : n) : ‖evolution H t i j‖ = ‖evolution H t j i‖ := by
  have hs' : ∀ i, ‖s i‖ = 1 := fun i => by
    rcases hs i with h | h <;> simp [h]
  -- the sign matrix reverses the Hamiltonian
  have hg : gauge s H = -H := by
    ext a b
    have h := congrFun (congrFun hS a) b
    rw [diagonal_mul, Matrix.neg_apply, mul_diagonal] at h
    rw [gauge_apply, h, Matrix.neg_apply]
    linear_combination (-(H a b)) * phase_mul (hs' b)
  have hneg : evolution (-H) t = evolution H (-t) := by
    unfold evolution
    congr 1
    simp
  -- hence it turns the evolution into its adjoint
  have key : gauge s (evolution H t) = (evolution H t)ᴴ := by
    rw [← gauge_evolution s hs', hg, hneg, evolution_adjoint hH]
  have e : ‖gauge s (evolution H t) i j‖ = ‖(evolution H t)ᴴ i j‖ := by rw [key]
  simpa only [gauge_apply, conjTranspose_apply, norm_mul, norm_star, hs', one_mul,
    mul_one] using e
```

Without the sign matrix, Hermiticity alone is not enough. On a three-site ring with $H_{12}=H_{23}=H_{31}=i$ and conjugate reverse hoppings, $-itH$ is a real antisymmetric matrix, and $U(t)$ is a rotation by the angle $\sqrt3\,t$ about the direction $(-1,-1,-1)$. At $t=2\pi/(3\sqrt3)$ it permutes the sites cyclically, with $|U_{12}|=1$ and $U_{21}=0$. The particle circulates one way.

## Site phases make the Hamiltonian real

This is the more familiar route to reciprocity. Suppose $K=DHD^\dagger$ is real for some site phases. It is also Hermitian, so $K_{ij}=\overline{K_{ji}}=K_{ji}$, and $K$ is symmetric. Every power of $K$ is then symmetric, and so is $e^{-itK}=DU(t)D^\dagger$. Hence

$$d_iU_{ij}(t)\bar d_j=d_jU_{ji}(t)\bar d_i,$$

and the moduli agree.

In the proof, `hK` is the symmetry of $K$, `hU` carries it to the exponential through the transpose, and `gauge_evolution` returns to the original phases.

```lean
/-- A Hermitian Hamiltonian that site phases can make real also has transition amplitudes
of equal modulus in both directions. -/
theorem reciprocity_of_real {H : Matrix n n ℂ} (hH : H.IsHermitian)
    (hR : RealUpToGauge H) (t : ℝ) (i j : n) :
    ‖evolution H t i j‖ = ‖evolution H t j i‖ := by
  obtain ⟨d, hd, h⟩ := hR
  -- a real Hermitian matrix is symmetric
  have hK : (gauge d H)ᵀ = gauge d H := by
    ext a b
    have r : star (gauge d H b a) = gauge d H b a := Complex.conj_eq_iff_im.mpr (h b a)
    rw [transpose_apply, ← r, gauge_apply, gauge_apply, ← hH.apply a b]
    simp only [star_mul', star_star]
    ring
  have hU : (evolution (gauge d H) t)ᵀ = evolution (gauge d H) t := by
    unfold evolution
    rw [← Matrix.exp_transpose, transpose_smul, hK]
  rw [gauge_evolution d hd] at hU
  have e : ‖gauge d (evolution H t) i j‖ = ‖gauge d (evolution H t) j i‖ :=
    congrArg norm (congrFun (congrFun hU j) i)
  simpa only [gauge_apply, norm_mul, norm_star, hd, one_mul, mul_one] using e
```

The three-site ring above shows what can happen when this hypothesis is absent, but failure is not inevitable: the four-site ring has no such phases and is still reciprocal.

## The four-site ring has a complex loop product

Whether phases can make the ring real is settled by a quantity they cannot change. For any sites $a,b,c,e$, the product $H_{ab}H_{bc}H_{ce}H_{ea}$ acquires the factor

$$d_a\bar d_b\,d_b\bar d_c\,d_c\bar d_e\,d_e\bar d_a=|d_a|^2|d_b|^2|d_c|^2|d_e|^2=1 .$$

`loop_gauge` regroups the factors in this way and applies `phase_mul` at each site.

```lean
/-- The product of hoppings around a closed loop of four sites is unchanged by
unit-modulus site phases. -/
theorem loop_gauge (d : n → ℂ) (hd : ∀ i, ‖d i‖ = 1) (H : Matrix n n ℂ) (a b c e : n) :
    gauge d H a b * gauge d H b c * gauge d H c e * gauge d H e a =
      H a b * H b c * H c e * H e a := by
  simp only [gauge_apply]
  -- each site contributes a phase and its conjugate
  calc _ = (star (d a) * d a) * (star (d b) * d b) * (star (d c) * d c) *
        (star (d e) * d e) * (H a b * H b c * H c e * H e a) := by ring
    _ = _ := by
      rw [phase_mul (hd a), phase_mul (hd b), phase_mul (hd c), phase_mul (hd e)]
      ring
```

For the ring the signs are $1,-1,1,-1$: every bond joins an even site to an odd one. `fluxRing_witness` verifies Hermiticity and anticommutation entry by entry, for every complex $w$.

```lean
/-- The four-site ring is Hermitian and anticommutes with the alternating sign matrix
`diag(1, -1, 1, -1)`, for every complex hopping `w`. -/
theorem fluxRing_witness (w : ℂ) :
    (fluxRing w).IsHermitian ∧
      diagonal ![1, -1, 1, -1] * fluxRing w = -(fluxRing w * diagonal ![1, -1, 1, -1]) := by
  constructor
  · refine Matrix.IsHermitian.ext fun i j => ?_
    fin_cases i <;> fin_cases j <;> simp [fluxRing]
  · ext i j
    rw [diagonal_mul, Matrix.neg_apply, mul_diagonal]
    fin_cases i <;> fin_cases j <;> simp [fluxRing]
```

The loop product along $0,1,2,3$ is $1\cdot1\cdot1\cdot w=w$. If some phases made all entries real, their product would be real; since it still equals $w$, $w$ would be real. Conversely, for real $w$ the ring is real as it stands, with $d_i=1$. The two halves of `fluxRing_real_iff` are these two arguments.

```lean
/-- Site phases can make the four-site ring real exactly when the hopping `w` is real. -/
theorem fluxRing_real_iff (w : ℂ) : RealUpToGauge (fluxRing w) ↔ w.im = 0 := by
  constructor
  · rintro ⟨d, hd, h⟩
    -- the loop product equals `w` in every gauge
    have l := loop_gauge d hd (fluxRing w) 0 1 2 3
    have hw : fluxRing w 0 1 * fluxRing w 1 2 * fluxRing w 2 3 * fluxRing w 3 0 = w := by
      simp [fluxRing]
    rw [hw] at l
    rw [← l]
    simp only [Complex.mul_im, h, mul_zero, zero_mul, add_zero]
  · intro h
    refine ⟨fun _ => 1, fun _ => norm_one, fun i j => ?_⟩
    rw [gauge_apply]
    fin_cases i <;> fin_cases j <;> simp [fluxRing, h]
```

The final theorem sets $w=i$. Its first part feeds the sign matrix into `reciprocity_of_anticommute`; its second part follows because $i$ has imaginary part $1$.

```lean
/-- The ring with hoppings `1, 1, 1, i` has transition amplitudes of equal modulus in both
directions at all times, yet no choice of site phases makes its Hamiltonian real. -/
theorem reciprocity_without_reality :
    (∀ (t : ℝ) (i j : Fin 4), ‖evolution (fluxRing Complex.I) t i j‖ =
      ‖evolution (fluxRing Complex.I) t j i‖) ∧ ¬ RealUpToGauge (fluxRing Complex.I) := by
  constructor
  · intro t i j
    obtain ⟨hH, hS⟩ := fluxRing_witness Complex.I
    refine reciprocity_of_anticommute hH ![1, -1, 1, -1] (fun k => ?_) hS t i j
    fin_cases k <;> simp
  · rw [fluxRing_real_iff]
    simp

end

end ReciprocityWithoutReality
```

```lean
#print axioms ReciprocityWithoutReality.reciprocity_of_real
-- 'ReciprocityWithoutReality.reciprocity_of_real' depends on axioms: [propext, Classical.choice, Quot.sound]
#print axioms ReciprocityWithoutReality.fluxRing_real_iff
-- 'ReciprocityWithoutReality.fluxRing_real_iff' depends on axioms: [propext, Classical.choice, Quot.sound]
#print axioms ReciprocityWithoutReality.reciprocity_without_reality
-- 'ReciprocityWithoutReality.reciprocity_without_reality' depends on axioms: [propext, Classical.choice, Quot.sound]
```

For a single particle on a finite bipartite lattice without on-site energies, equal transition probabilities in both directions are therefore no evidence that the Hamiltonian can be made real. The step from a physical ring to the matrix with hoppings $1,1,1,i$ remains an assumption: one state per site, equal on-site energies (taken as the zero of energy), hoppings of equal strength (taken as the unit of energy), coherent motion, and negligible hopping within a sublattice.

## Amplitudes across the ring at time one

Take $w=i$ and the opposite sites $0$ and $2$. Two hops lead from even sites to even sites, and on the pair $(0,2)$ the matrix $H^2$ is

$$\begin{pmatrix}2&1-i\\1+i&2\end{pmatrix}=2+N,\qquad N^2=2 .$$

Its eigenvalues are $2\pm\sqrt2$, so the energies of the ring are $\pm\lambda_+$ and $\pm\lambda_-$ with $\lambda_\pm=\sqrt{2\pm\sqrt2}$, about $1.848$ and $0.765$. Only even powers of $H$ connect even sites, so the amplitudes come from $\cos(tH)$:

$$U_{02}(t)=\frac{1-i}{\sqrt2}\,\frac{\cos\lambda_+t-\cos\lambda_-t}{2},\qquad
U_{20}(t)=\frac{1+i}{\sqrt2}\,\frac{\cos\lambda_+t-\cos\lambda_-t}{2}.$$

At $t=1$ the common real factor is $(-0.273-0.721)/2\approx-0.497$. This gives $U_{02}\approx-0.352+0.352i$ and $U_{20}\approx-0.352-0.352i$. The amplitudes differ, but both probabilities are about $0.247$.

## One propagation gives a column and a row

In a tight-binding simulation with a magnetic field, the flux enters as phases on the hoppings. Starting the particle on site $j$ and propagating to time $t$ produces column $j$ of $U(t)$, the amplitudes from $j$ to every site. The amplitudes from every site back to $j$ form row $j$. For a general Hermitian $H$ this row can be obtained from a second propagation, to time $-t$. When hopping connects only opposite sublattices and the on-site energies vanish, the relation $U_{ji}(t)=s_is_j\overline{U_{ij}(t)}$ supplies it from the first run: conjugate the column and change the sign on the sublattice that does not contain $j$.
